# At fixed chemical potential, Fermi smearing caps the non-interacting quadratic response at $B\|V\|_F^2/4$

When two orbital levels close in on each other across the Fermi level, as in a stretched bond or a small-gap solid, zero-temperature perturbation theory divides by a vanishing gap. An optimized effective potential (OEP) calculation meets this division in the response of the orbitals to a change of potential. Smearing the occupations replaces the sharp step by a smooth function, which raises the question of how large the response can still become.

Let $B=1/(k_BT)>0$ be the inverse temperature, $\mu$ the fixed chemical potential, and
$$f(x)=\frac{1}{1+e^{B(x-\mu)}}$$
the Fermi occupation. Let $e_i$ be the levels, let the columns of the real orthogonal matrix $U$ be the orbitals, and let $W=U^TVU$ be the perturbation $V$ in the orbital basis. Define
$$k(x,y)=\frac{f(x)-f(y)}{y-x}\quad(x\ne y),\qquad k(x,x)=-f'(x).$$
With $k_{ij}=k(e_i,e_j)$ and $\|V\|_F^2=\sum_{ij}V_{ij}^2$, the bound is
$$0\le R:=\sum_{ij}k_{ij}W_{ij}^2\le\frac B4\,\|V\|_F^2 .$$
No gap appears on the right.

## Where an OEP solver meets the cap

A solver that builds the response by summing over states evaluates $k_{ij}$ for pairs of levels, some of which may lie close together. For this finite, non-interacting model, each lies in $(0,B/4]$. A computed value clearly above $B/4$ therefore points to a wrong formula, a value of $B$ in the occupations that differs from the one in the cap, or cancellation in the difference quotient at a small gap. A wrong unit for $B$ used consistently in both places goes unnoticed.

With the orbitals and their levels held fixed, the OEP equation is a linear system for the exchange-correlation potential whose matrix is the density response, and the bound limits the size of that matrix. For a local potential $V=\mathrm{diag}(v)$ in an orthonormal site basis, $R$ is a quadratic form in $v$ and is at most $(B/4)\sum_a v_a^2$. This gives an upper limit on the eigenvalues of the negated density-response matrix, but no positive lower limit, so it says nothing about how well conditioned the OEP equation is. The cap grows as the temperature falls, but the response itself need not: for two levels a fixed distance apart, the occupations differ by less than one, so $k_{ij}$ stays below $1/|e_i-e_j|$ at every temperature.

## From the Fermi slope to the bound

Write $E=e^{B(x-\mu)}$. Then $f=1/(1+E)$ and $1-f=E/(1+E)$, so
$$f'(x)=-\frac{BE}{(1+E)^2}=-Bf(1-f).$$
Since $0<f<1$ and $f(1-f)=\tfrac14-(f-\tfrac12)^2$, we have $0<-f'\le B/4$ at every energy.

For $x<y$, the mean value theorem gives an energy $c$ between them with
$$k(x,y)=-\frac{f(y)-f(x)}{y-x}=-f'(c).$$
Swapping $x$ and $y$ changes the sign of both numerator and denominator, so $k$ is symmetric and the case $x>y$ follows. For $x=y$ the kernel is $-f'(x)$ by definition. Hence $0<k\le B/4$ in all cases.

Changing to the orbital basis preserves the Frobenius norm, because $UU^T=1$:
$$\sum_{ij}W_{ij}^2=\mathrm{tr}(W^TW)=\mathrm{tr}(U^TV^TUU^TVU)=\mathrm{tr}(V^TV)=\|V\|_F^2.$$
Multiplying $0<k_{ij}\le B/4$ by $W_{ij}^2\ge0$ and summing gives the bound. If all levels sit at $\mu$, then $f=1/2$, every $k_{ij}$ equals $B/4$, and the upper bound is an equality.

To see that $R$ is a response, let $P=U\,\mathrm{diag}(f(e_i))\,U^T$ be the smeared density matrix, and suppose $HU=U\,\mathrm{diag}(e)$. The density matrix of $H+tV$ commutes with $H+tV$. At first order in $t$, its change $D$ must therefore satisfy
$$[H,D]=[P,V].$$
Take $D=U\tilde DU^T$ with $\tilde D_{ij}=-k_{ij}W_{ij}$. The definition of $k$ gives $k_{ij}(e_j-e_i)=f(e_i)-f(e_j)$, with both sides zero at equal energies, so
$$(e_i-e_j)\tilde D_{ij}=(f(e_i)-f(e_j))W_{ij},$$
which is the condition in the orbital basis. For symmetric $V$, $W$ is symmetric too, and
$$-\mathrm{tr}(VD)=\sum_{ij}W_{ij}k_{ji}W_{ji}=\sum_{ij}k_{ij}W_{ij}^2=R.$$

## The Lean file

```lean
import Mathlib

open Matrix

namespace FiniteTemperatureOEP

noncomputable section

variable {n : Type*} [Fintype n] [DecidableEq n]

/-- The Fermi occupation of a level at energy `x`, with inverse temperature `B` and chemical
potential `μ`. -/
def fermi (B μ x : ℝ) : ℝ := 1 / (1 + Real.exp (B * (x - μ)))

/-- The response kernel of two levels: the occupation difference over the energy gap, or minus
the slope of the Fermi function when the energies coincide. -/
def kernel (B μ x y : ℝ) : ℝ :=
  if x = y then -deriv (fermi B μ) x else (fermi B μ x - fermi B μ y) / (y - x)

/-- The quadratic response to `V`: squared matrix elements of `V` between the orbitals (the
columns of `U`), weighted with the kernel of their levels `e`. -/
def response (B μ : ℝ) (e : n → ℝ) (U V : Matrix n n ℝ) : ℝ :=
  ∑ i, ∑ j, kernel B μ (e i) (e j) * ((Uᵀ * V * U) i j) ^ 2

/-- The smeared one-particle density matrix: each orbital is filled with its Fermi occupation. -/
def densityMatrix (B μ : ℝ) (e : n → ℝ) (U : Matrix n n ℝ) : Matrix n n ℝ :=
  U * diagonal (fun i => fermi B μ (e i)) * Uᵀ

/-- The sum-over-states density-matrix response to `V`: in the orbital basis, each matrix
element of `V` is multiplied by minus the kernel. -/
def densityResponse (B μ : ℝ) (e : n → ℝ) (U V : Matrix n n ℝ) : Matrix n n ℝ :=
  -(U * Matrix.of (fun i j => kernel B μ (e i) (e j) * (Uᵀ * V * U) i j) * Uᵀ)

/-- The slope of the Fermi function is `-B f (1 - f)`. -/
theorem hasDerivAt_fermi (B μ x : ℝ) :
    HasDerivAt (fermi B μ) (-(B * fermi B μ x * (1 - fermi B μ x))) x := by
  have h1 : HasDerivAt (fun y => 1 + Real.exp (B * (y - μ)))
      (Real.exp (B * (x - μ)) * (B * 1)) x :=
    ((((hasDerivAt_id' x).sub_const μ).const_mul B).exp).const_add 1
  have hne : 1 + Real.exp (B * (x - μ)) ≠ 0 := by positivity
  have h2 := (hasDerivAt_const x (1 : ℝ)).fun_div h1 hne
  refine HasDerivAt.congr_deriv (f := fermi B μ) h2 ?_
  unfold fermi
  field_simp
  ring

/-- The kernel is symmetric in the two levels. -/
theorem kernel_symm (B μ x y : ℝ) : kernel B μ x y = kernel B μ y x := by
  by_cases h : x = y
  · rw [h]
  · rw [kernel, kernel, if_neg h, if_neg (Ne.symm h),
      ← neg_sub (fermi B μ y) (fermi B μ x), ← neg_sub x y, neg_div_neg_eq]

/-- The kernel times the energy gap is the difference of the occupations. -/
theorem kernel_mul_gap (B μ x y : ℝ) :
    kernel B μ x y * (y - x) = fermi B μ x - fermi B μ y := by
  by_cases h : x = y
  · rw [h, sub_self, sub_self, mul_zero]
  · rw [kernel, if_neg h, div_mul_cancel₀ _ (sub_ne_zero.2 (Ne.symm h))]

/-- At positive inverse temperature `B` the kernel is positive and at most `B / 4`, however
small the gap. -/
theorem kernel_bounds {B : ℝ} (hB : 0 < B) (μ x y : ℝ) :
    0 < kernel B μ x y ∧ kernel B μ x y ≤ B / 4 := by
  -- minus the slope of the Fermi function obeys the bounds at every energy
  have slope : ∀ c, 0 < B * fermi B μ c * (1 - fermi B μ c) ∧
      B * fermi B μ c * (1 - fermi B μ c) ≤ B / 4 := by
    intro c
    have h0 : 0 < fermi B μ c := by unfold fermi; positivity
    have h1 : fermi B μ c < 1 := by
      unfold fermi
      rw [div_lt_one (by positivity)]
      linarith [Real.exp_pos (B * (c - μ))]
    exact ⟨mul_pos (mul_pos hB h0) (sub_pos.2 h1),
      by nlinarith [mul_nonneg hB.le (sq_nonneg (fermi B μ c - 1 / 2))]⟩
  -- for `a < b` the kernel is minus the slope at an intermediate energy
  have key : ∀ a b, a < b → 0 < kernel B μ a b ∧ kernel B μ a b ≤ B / 4 := by
    intro a b h
    obtain ⟨c, _, hc⟩ := exists_hasDerivAt_eq_slope (fermi B μ)
      (fun c => -(B * fermi B μ c * (1 - fermi B μ c))) h
      (fun z _ => (hasDerivAt_fermi B μ z).continuousAt.continuousWithinAt)
      (fun z _ => hasDerivAt_fermi B μ z)
    have hk : kernel B μ a b = B * fermi B μ c * (1 - fermi B μ c) := by
      rw [kernel, if_neg h.ne, ← neg_sub (fermi B μ b) (fermi B μ a), neg_div, ← hc, neg_neg]
    rw [hk]
    exact slope c
  rcases lt_trichotomy x y with h | h | h
  · exact key x y h
  · rw [kernel, if_pos h, (hasDerivAt_fermi B μ x).deriv, neg_neg]
    exact slope x
  · rw [kernel_symm]
    exact key y x h

/-- The sum of the squared matrix elements of `V` is the same in every orthonormal orbital
basis. -/
theorem frobenius_invariant {U : Matrix n n ℝ} (hU : Uᵀ * U = 1) (V : Matrix n n ℝ) :
    ∑ i, ∑ j, ((Uᵀ * V * U) i j) ^ 2 = ∑ i, ∑ j, (V i j) ^ 2 := by
  have hU' : U * Uᵀ = 1 := mul_eq_one_comm.mp hU
  have tr : ∀ A : Matrix n n ℝ, ∑ i, ∑ j, (A i j) ^ 2 = trace (Aᵀ * A) := by
    intro A
    rw [Finset.sum_comm]
    simp only [trace, diag_apply, Matrix.mul_apply, transpose_apply, sq]
  have h : (Uᵀ * V * U)ᵀ * (Uᵀ * V * U) = Uᵀ * (Vᵀ * V) * U := by
    calc (Uᵀ * V * U)ᵀ * (Uᵀ * V * U) = Uᵀ * Vᵀ * (U * Uᵀ) * V * U := by
          simp only [transpose_mul, transpose_transpose, Matrix.mul_assoc]
      _ = Uᵀ * (Vᵀ * V) * U := by
          rw [hU']; simp only [Matrix.mul_one, Matrix.mul_assoc]
  rw [tr, tr, h, trace_mul_comm, ← Matrix.mul_assoc, hU', Matrix.one_mul]

/-- If the orthonormal columns of `U` are eigenvectors of `H` with levels `e`, the density
response solves the first-order condition that the density matrix commutes with `H + t V`. -/
theorem linearised_stationarity (B μ : ℝ) {e : n → ℝ} {H U : Matrix n n ℝ}
    (hU : Uᵀ * U = 1) (hH : H * U = U * diagonal e) (V : Matrix n n ℝ) :
    H * densityResponse B μ e U V - densityResponse B μ e U V * H =
      densityMatrix B μ e U * V - V * densityMatrix B μ e U := by
  have hU' : U * Uᵀ = 1 := mul_eq_one_comm.mp hU
  have hc : ∀ A C : Matrix n n ℝ, (U * A * Uᵀ) * (U * C * Uᵀ) = U * (A * C) * Uᵀ := by
    intro A C
    calc (U * A * Uᵀ) * (U * C * Uᵀ) = U * A * (Uᵀ * U) * C * Uᵀ := by
          simp only [Matrix.mul_assoc]
      _ = U * (A * C) * Uᵀ := by
          rw [hU]; simp only [Matrix.mul_one, Matrix.mul_assoc]
  have hHe : H = U * diagonal e * Uᵀ := by
    rw [← hH, Matrix.mul_assoc, hU', Matrix.mul_one]
  have hV : U * (Uᵀ * V * U) * Uᵀ = V := by
    calc U * (Uᵀ * V * U) * Uᵀ = (U * Uᵀ) * V * (U * Uᵀ) := by
          simp only [Matrix.mul_assoc]
      _ = V := by rw [hU', Matrix.one_mul, Matrix.mul_one]
  unfold densityResponse densityMatrix
  generalize Uᵀ * V * U = W at hV ⊢
  rw [← hV, hHe, Matrix.mul_neg, Matrix.neg_mul, hc, hc, hc, hc]
  -- in the orbital basis this is the gap relation, element by element
  have key : Matrix.of (fun i j => kernel B μ (e i) (e j) * W i j) * diagonal e
      - diagonal e * Matrix.of (fun i j => kernel B μ (e i) (e j) * W i j)
      = diagonal (fun i => fermi B μ (e i)) * W - W * diagonal (fun i => fermi B μ (e i)) := by
    ext i j
    simp only [Matrix.sub_apply, mul_diagonal, diagonal_mul, of_apply]
    linear_combination W i j * kernel_mul_gap B μ (e i) (e j)
  have h := congrArg (fun X => U * X * Uᵀ) key
  simp only [Matrix.mul_sub, Matrix.sub_mul] at h
  rw [← h]
  abel

omit [DecidableEq n] in
/-- For symmetric `V`, the quadratic response is minus the trace of `V` with the density
response. -/
theorem response_eq_neg_trace (B μ : ℝ) (e : n → ℝ) (U : Matrix n n ℝ) {V : Matrix n n ℝ}
    (hV : Vᵀ = V) : response B μ e U V = -trace (V * densityResponse B μ e U V) := by
  have hW : (Uᵀ * V * U)ᵀ = Uᵀ * V * U := by
    simp only [transpose_mul, transpose_transpose, hV, Matrix.mul_assoc]
  have cyc : ∀ K : Matrix n n ℝ, trace (V * (U * K * Uᵀ)) = trace (Uᵀ * V * U * K) := by
    intro K
    rw [← Matrix.mul_assoc, trace_mul_comm]
    simp only [Matrix.mul_assoc]
  unfold response densityResponse
  rw [Matrix.mul_neg, trace_neg, neg_neg, cyc]
  generalize Uᵀ * V * U = W at hW ⊢
  simp only [trace, diag_apply, Matrix.mul_apply, of_apply]
  refine Finset.sum_congr rfl fun i _ => Finset.sum_congr rfl fun j _ => ?_
  have hs : W j i = W i j := congrFun (congrFun hW i) j
  rw [hs, kernel_symm B μ (e j) (e i)]
  ring

/-- Smearing caps the response: for `B > 0` and orthonormal orbitals, the quadratic response
lies between zero and `B / 4` times the squared Frobenius norm of `V`, whatever the levels. -/
theorem response_bounds {B : ℝ} (hB : 0 < B) (μ : ℝ) (e : n → ℝ) {U : Matrix n n ℝ}
    (hU : Uᵀ * U = 1) (V : Matrix n n ℝ) :
    0 ≤ response B μ e U V ∧ response B μ e U V ≤ B / 4 * ∑ i, ∑ j, (V i j) ^ 2 := by
  constructor
  · exact Finset.sum_nonneg fun i _ => Finset.sum_nonneg fun j _ =>
      mul_nonneg (kernel_bounds hB μ (e i) (e j)).1.le (sq_nonneg _)
  · rw [← frobenius_invariant hU V, Finset.mul_sum]
    refine Finset.sum_le_sum fun i _ => ?_
    rw [Finset.mul_sum]
    exact Finset.sum_le_sum fun j _ =>
      mul_le_mul_of_nonneg_right (kernel_bounds hB μ (e i) (e j)).2 (sq_nonneg _)

/-- When all levels lie at the chemical potential and the orbitals are orthonormal, the quadratic
response equals `B / 4` times the squared Frobenius norm of `V`. -/
theorem response_at_chemical_potential (B μ : ℝ) {U : Matrix n n ℝ} (hU : Uᵀ * U = 1)
    (V : Matrix n n ℝ) :
    response B μ (fun _ => μ) U V = B / 4 * ∑ i, ∑ j, (V i j) ^ 2 := by
  have hf : fermi B μ μ = 1 / 2 := by
    rw [fermi, sub_self, mul_zero, Real.exp_zero]
    norm_num
  have hk : kernel B μ μ μ = B / 4 := by
    rw [kernel, if_pos rfl, (hasDerivAt_fermi B μ μ).deriv, hf]
    ring
  rw [← frobenius_invariant hU V]
  simp only [response, hk, Finset.mul_sum]

/-- A two-level Hamiltonian with coupled sites, levels 0 and 25, and rotated orthonormal
orbitals meets the orbital relations. -/
theorem orbitals_witness :
    (!![3/5, -4/5; 4/5, 3/5] : Matrix (Fin 2) (Fin 2) ℝ)ᵀ * !![3/5, -4/5; 4/5, 3/5] = 1 ∧
    (!![16, -12; -12, 9] : Matrix (Fin 2) (Fin 2) ℝ) * !![3/5, -4/5; 4/5, 3/5] =
      !![3/5, -4/5; 4/5, 3/5] * diagonal ![0, 25] := by
  constructor <;> ext i j <;> fin_cases i <;> fin_cases j <;>
    norm_num [Matrix.mul_apply, Fin.sum_univ_succ, diagonal_apply]

end

end FiniteTemperatureOEP
```

```lean
#print axioms FiniteTemperatureOEP.linearised_stationarity
-- 'FiniteTemperatureOEP.linearised_stationarity' depends on axioms: [propext, Classical.choice, Quot.sound]
#print axioms FiniteTemperatureOEP.response_eq_neg_trace
-- 'FiniteTemperatureOEP.response_eq_neg_trace' depends on axioms: [propext, Classical.choice, Quot.sound]
#print axioms FiniteTemperatureOEP.response_bounds
-- 'FiniteTemperatureOEP.response_bounds' depends on axioms: [propext, Classical.choice, Quot.sound]
#print axioms FiniteTemperatureOEP.response_at_chemical_potential
-- 'FiniteTemperatureOEP.response_at_chemical_potential' depends on axioms: [propext, Classical.choice, Quot.sound]
```

## How the lemmas carry the derivation

`hasDerivAt_fermi` applies the chain and quotient rules, then uses `field_simp` and `ring` to bring the result into the form $-Bf(1-f)$. `kernel_symm` and `kernel_mul_gap` split on whether the energies coincide and establish the symmetry and the gap relation.

In `kernel_bounds`, the local result `slope` bounds $Bf(1-f)$; its `nlinarith` call is given the square $(f-\tfrac12)^2$ from the derivation. The result `key` obtains the intermediate energy from `exists_hasDerivAt_eq_slope`, Mathlib's mean value theorem. `lt_trichotomy` then separates the three orderings of the levels, with `kernel_symm` handling the reversed one.

`frobenius_invariant` writes both sums of squares as traces, cancels $UU^T$ and uses the cyclic property. `response_bounds` combines these results termwise: `Finset.sum_nonneg` gives the lower bound and `Finset.sum_le_sum` the upper one. `response_at_chemical_potential` evaluates the kernel at $\mu$ and uses the same norm identity.

`linearised_stationarity` moves every matrix into the orbital basis and names the transformed perturbation `W`. Its `key` step is the elementwise equation above, obtained by multiplying `kernel_mul_gap` by `W i j`. `response_eq_neg_trace` uses cyclicity, then the symmetry of $W$ and of the kernel to match the two sums.

## What is guaranteed: finite real matrices, fixed $\mu$, no feedback

The central theorem, `response_bounds`, says that for `0 < B`, any real `μ`, any levels `e : n → ℝ` and any real square matrix `U` with `Uᵀ * U = 1`, the number `response B μ e U V` lies between zero and `B / 4 * ∑ i, ∑ j, (V i j) ^ 2`. The finite type `n` labels both basis functions and orbitals. `fermi` is $f$, `kernel` is $k$, `densityMatrix` is $P$ and `densityResponse` is $D$. The double sum is the squared Frobenius norm written out.

Neither a Hamiltonian nor symmetry of $V$ is assumed in this bound. The Hamiltonian enters only in `linearised_stationarity`, through `H * U = U * diagonal e`, which together with orthonormality makes $H$ symmetric. Symmetry of $V$ is assumed only in `response_eq_neg_trace`. `orbitals_witness` supplies a concrete two-site Hamiltonian with levels 0 and 25 whose rotated orbitals satisfy both orbital relations.

Several conventions matter when comparing with a code:

- **Occupations:** each orbital holds at most one electron. A factor of two for spin in the response doubles the cap.
- **Pair counting:** the sum runs over ordered pairs, so each pair of distinct orbitals appears twice, and the diagonal terms are included.
- **Basis:** the matrices refer to an orthonormal basis. With overlapping basis functions, $V$ must first be transformed to an orthonormalised basis.
- **Coinciding energies:** the kernel switches to the derivative only when `x = y` holds exactly. A floating-point code needs a stable evaluation for nearly equal levels too, and the theorem does not bound its rounding error.

The stationarity condition fixes $D$ only between levels of different energy. At equal energies, including the diagonal, both sides vanish in the orbital basis, and the value $-f'$ comes from the definition of the kernel. That $D$ is the actual derivative of the smeared density matrix along $H+tV$ is standard perturbation theory, which the file leaves unproved.

The physical model is also restricted. The chemical potential stays fixed under the perturbation, whereas a calculation at fixed electron number lets it shift. The response is that of non-interacting orbitals, without the feedback of Hartree or exchange-correlation potentials. Complex Bloch orbitals, infinite basis sets and other smearing functions would need their own statements, and neither the OEP equation nor the convergence of a solver is formalised.
